# An explicit separatrix orbit of the pendulum approaches the upright position and has no finite period

For the frictionless pendulum $H(q,p) = p^2/(2m) - k\cos q$ with $m > 0$ and $k = m\omega^2$, $\omega > 0$, the curve
$$q(t) = 4\arctan e^{\omega t} - \pi, \qquad p(t) = \frac{2m\omega}{\cosh \omega t}$$
solves Hamilton's equations at every real time $t$ with energy $m\omega^2$, the energy of the upright equilibrium $(q,p) = (\pi,0)$. The angle tends to $\pi$ as $t\to+\infty$, stays below $\pi$, and never returns to a value it has had, even modulo $2\pi$. For $m = \omega = 1$ this is $H = p^2/2 - \cos q$ with energy $1$.

Semiclassical quantisation of a one-dimensional hindered rotor with a single cosine barrier relates the level spacing to the inverse classical period, and on this orbit, at the energy of the barrier top, that period does not exist. The counter-examples below are direct evaluations of the formulas and are not among the compiled theorems.

## The pendulum and the curve

The angle $q$ is measured from the hanging position and $p$ is the conjugate angular momentum. For a bob of mass $M$ on a massless rod of length $\ell$ in gravity $g$, the constant $m = M\ell^2$ is the moment of inertia and $k = Mg\ell$ is the depth scale of the potential. There is one degree of freedom, no damping and no driving.

```lean
import Mathlib

open Real Filter Topology

namespace PendulumSeparatrix

noncomputable section

/-- The pendulum Hamiltonian `H(q, p) = p² / (2 m) - k cos q`. -/
def hamiltonian (m k q p : ℝ) : ℝ := p ^ 2 / (2 * m) - k * cos q
```

The angle is a real number and not a point on a circle, so phase space is $\mathbb{R}^2$ and the identification of $q$ with $q + 2\pi$ is written explicitly where it matters. `SolvesHamilton m k q p` says that the functions $q, p : \mathbb{R}\to\mathbb{R}$ are differentiable at every $t$ with $\dot q = p/m$ and $\dot p = -k\sin q$. The functions `sepQ` and `sepP` are the curve above, which passes the bottom $q = 0$ at $t = 0$ with $p = 2m\omega$.

```lean
/-- Hamilton's equations of the pendulum at all real times: `q' = p / m`, `p' = -k sin q`. -/
def SolvesHamilton (m k : ℝ) (q p : ℝ → ℝ) : Prop :=
  ∀ t, HasDerivAt q (p t / m) t ∧ HasDerivAt p (-(k * sin (q t))) t

/-- The angle along the separatrix, `q(t) = 4 arctan (exp (ω t)) - π`. -/
def sepQ (ω t : ℝ) : ℝ := 4 * arctan (exp (ω * t)) - π

/-- The momentum along the separatrix, `p(t) = 2 m ω / cosh (ω t)`. -/
def sepP (m ω t : ℝ) : ℝ := 2 * m * ω / cosh (ω * t)
```

## Positive inertia, $m > 0$

The hypothesis `hm : 0 < m` makes the kinetic energy $p^2/(2m)$ defined and non-negative. In the derivation it enters wherever $m$ is a divisor, first in
$$\frac{\partial H}{\partial p} = \frac{2p}{2m} = \frac{p}{m}, \qquad \frac{\partial H}{\partial q} = k\sin q .$$
The lemma `hamiltonian_partials` records these derivatives, so that the equations in `SolvesHamilton` are $\dot q = \partial H/\partial p$ and $\dot p = -\partial H/\partial q$ for this $H$.

```lean
/-- The partial derivatives of the Hamiltonian are `∂H/∂p = p / m` and `∂H/∂q = k sin q`. -/
theorem hamiltonian_partials {m : ℝ} (hm : 0 < m) (k q p : ℝ) :
    HasDerivAt (fun y => hamiltonian m k q y) (p / m) p ∧
      HasDerivAt (fun x => hamiltonian m k x p) (k * sin q) q := by
  have hm' : m ≠ 0 := hm.ne'
  constructor
  · have h := ((hasDerivAt_pow 2 p).div_const (2 * m)).sub_const (k * cos q)
    have e : ((2 : ℕ) : ℝ) * p ^ (2 - 1) / (2 * m) = p / m := by
      have e1 : (2 - 1 : ℕ) = 1 := rfl
      rw [e1, pow_one, Nat.cast_ofNat]
      field_simp
    exact h.congr_deriv e
  · have h := ((hasDerivAt_cos q).const_mul k).const_sub (p ^ 2 / (2 * m))
    exact h.congr_deriv (by ring)
```

The proof turns `hm` into `hm' : m ≠ 0` and makes it available to `field_simp`; in this lemma the factor cancelled is only $2$. The proofs of the equations of motion and of the energy use `hm` in the same way only, so the sign of $m$ is there for the physics and the algebra needs just $m \neq 0$. At $m = 0$ the Hamiltonian has no meaning. Under Lean's convention $x/0 = 0$ the statements of `hamiltonian_partials` and `separatrix_energy` would still hold there, for no physical reason, but the equations of motion in `separatrix_solves` fail: Lean reads $0/0$ as $0$, so for $\omega = 1$ the first equation would demand $\dot q(0) = 0$, whereas the curve has $\dot q(0) = 2$.

## Rational forms in $u = e^{\omega t}$, valid for all $m$ and $\omega$

Two identities need no hypothesis: $u = e^{\omega t}$ is positive for every real $\omega$ and $t$, so dividing by $2u$ is allowed in the first, and $1+u^2$ never vanishes in either. From $\cosh\omega t = (u + u^{-1})/2 = (1+u^2)/(2u)$,
$$p = \frac{4m\omega u}{1+u^2}.$$
In `sepP_eq` the step `hc` is the formula for $\cosh$.

```lean
/-- With `u = exp (ω t)` the separatrix momentum is `4 m ω u / (1 + u²)`. -/
theorem sepP_eq (m ω t : ℝ) :
    sepP m ω t = 4 * m * ω * exp (ω * t) / (1 + exp (ω * t) ^ 2) := by
  have hu : 0 < exp (ω * t) := exp_pos _
  have hc : cosh (ω * t) = (1 + exp (ω * t) ^ 2) / (2 * exp (ω * t)) := by
    rw [cosh_eq, exp_neg]
    field_simp
    all_goals ring
  rw [sepP, hc, div_div_eq_mul_div]
  congr 1
  ring
```

Let $a = \arctan u$, so that $q/2 = 2a - \pi/2$, $\cos^2 a = 1/(1+u^2)$ and $\sin a = u\cos a$. Then
$$\cos\frac q2 = \sin 2a = 2u\cos^2 a = \frac{2u}{1+u^2}, \qquad \sin\frac q2 = -\cos 2a = 1 - 2\cos^2 a = \frac{u^2-1}{1+u^2}.$$
In `half_angle` the three starting relations are `hq`, `hc2` and `hs`. After `generalize` the exponential is a plain variable `u`, and `linear_combination (2 * u) * hc2` is the last equality in the cosine chain.

```lean
/-- With `u = exp (ω t)` the half angle obeys `cos (q/2) = 2u / (1 + u²)` and
`sin (q/2) = (u² - 1) / (1 + u²)`. -/
theorem half_angle (ω t : ℝ) :
    cos (sepQ ω t / 2) = 2 * exp (ω * t) / (1 + exp (ω * t) ^ 2) ∧
      sin (sepQ ω t / 2) = (exp (ω * t) ^ 2 - 1) / (1 + exp (ω * t) ^ 2) := by
  have hq : sepQ ω t / 2 = 2 * arctan (exp (ω * t)) - π / 2 := by
    rw [sepQ]; ring
  rw [hq]
  generalize exp (ω * t) = u
  have hD : 1 + u ^ 2 ≠ 0 := by positivity
  have hc2 : cos (arctan u) ^ 2 = 1 / (1 + u ^ 2) := cos_sq_arctan u
  -- `tan (arctan u) = u` in product form
  have hs : sin (arctan u) = u * cos (arctan u) := by
    have h := tan_mul_cos (cos_arctan_pos u).ne'
    rw [tan_arctan] at h
    exact h.symm
  constructor
  · rw [cos_sub_pi_div_two, sin_two_mul, hs]
    linear_combination (2 * u) * hc2
  · rw [sin_sub_pi_div_two, cos_two_mul, hc2]
    field_simp
    all_goals ring
```

## The relation $k = m\omega^2$

This condition is built into the statements, which have `m * ω ^ 2` in the place of $k$. It makes $\omega$ the frequency of small oscillations about the bottom, $\sqrt{g/\ell}$ for the bob on a rod, and every pair $m, k > 0$ is reached by $\omega = \sqrt{k/m}$.

The first equation does not involve $k$. With $\dot u = \omega u$,
$$\dot q = \frac{4\omega u}{1+u^2} = \frac{p}{m}.$$
For the second, the quotient rule and the double-angle formula give
$$\dot p = 4m\omega\,\frac{\omega u(1+u^2) - 2\omega u^3}{(1+u^2)^2} = -m\omega^2\,\frac{4u(u^2-1)}{(1+u^2)^2}, \qquad \sin q = 2\sin\frac q2\cos\frac q2 = \frac{4u(u^2-1)}{(1+u^2)^2},$$
so $\dot p = -m\omega^2\sin q$, which is $-k\sin q$ when $k = m\omega^2$. In `separatrix_solves`, `hu` is $\dot u = \omega u$, `hu.arctan` is the chain rule for $q$, `hden` is the derivative $2\omega u^2$ of the denominator, `fun_div` is the quotient rule and `hsin` is the double-angle formula. The closing `field_simp` and `ring` compare the two rational functions of $u$.

```lean
/-- The separatrix curve solves Hamilton's equations with `k = m ω²` at all real times. -/
theorem separatrix_solves {m : ℝ} (hm : 0 < m) (ω : ℝ) :
    SolvesHamilton m (m * ω ^ 2) (sepQ ω) (sepP m ω) := by
  intro t
  have hm' : m ≠ 0 := hm.ne'
  have hD : 1 + exp (ω * t) ^ 2 ≠ 0 := by positivity
  have hu : HasDerivAt (fun s => exp (ω * s)) (exp (ω * t) * ω) t := by
    simpa using ((hasDerivAt_id t).const_mul ω).exp
  constructor
  · have h := (hu.arctan.const_mul 4).sub_const π
    refine h.congr_deriv ?_
    rw [sepP_eq]
    field_simp
  · have hp : sepP m ω = fun s => 4 * m * ω * exp (ω * s) / (1 + exp (ω * s) ^ 2) :=
      funext (sepP_eq m ω)
    have hden : HasDerivAt (fun s => 1 + exp (ω * s) ^ 2)
        (2 * exp (ω * t) * (exp (ω * t) * ω)) t := by
      have h := (hu.fun_mul hu).const_add 1
      simp only [sq]
      exact h.congr_deriv (by ring)
    have h := (hu.const_mul (4 * m * ω)).fun_div hden hD
    -- `sin q = 2 sin (q/2) cos (q/2)`
    have hsin : sin (sepQ ω t) = 2 * sin (sepQ ω t / 2) * cos (sepQ ω t / 2) := by
      rw [← sin_two_mul]; congr 1; ring
    rw [hp]
    refine h.congr_deriv ?_
    rw [hsin, (half_angle ω t).1, (half_angle ω t).2]
    field_simp
    all_goals ring
```

For the energy, $p^2/(2m) = 8m\omega^2u^2/(1+u^2)^2$ and $\cos q = 2\cos^2(q/2) - 1 = 8u^2/(1+u^2)^2 - 1$, hence
$$H = (m\omega^2 - k)\,\frac{8u^2}{(1+u^2)^2} + k .$$
At $k = m\omega^2$ the time-dependent term vanishes and $H = m\omega^2$. The lemma `separatrix_energy` makes the same substitutions, with `hcos` for $\cos q$.

```lean
/-- The energy along the curve equals `m ω²` at every time. -/
theorem separatrix_energy {m : ℝ} (hm : 0 < m) (ω t : ℝ) :
    hamiltonian m (m * ω ^ 2) (sepQ ω t) (sepP m ω t) = m * ω ^ 2 := by
  have hm' : m ≠ 0 := hm.ne'
  have hD : 1 + exp (ω * t) ^ 2 ≠ 0 := by positivity
  have hcos : cos (sepQ ω t) = 2 * cos (sepQ ω t / 2) ^ 2 - 1 := by
    rw [← cos_two_mul]; congr 1; ring
  rw [hamiltonian, hcos, (half_angle ω t).1, sepP_eq]
  field_simp
  all_goals ring
```

With $m = \omega = 1$ and $k = 2$ the formula gives $H = 0$ at $t = 0$ and $H \to 2$ as $t\to+\infty$, so the energy is not conserved and the curve is not a motion of that pendulum.

## Positive rate, $\omega > 0$

The hypothesis `hω : 0 < ω` contains two things: the potential is present, since $k = m\omega^2 \neq 0$, and the bob moves in the direction of increasing $q$. Neither `separatrix_solves` nor `separatrix_energy` assumes it. The bounds do not either: $u > 0$ gives $0 < \arctan u < \pi/2$, and multiplying by $4$ and subtracting $\pi$ gives $-\pi < q < \pi$. In `sepQ_mem` the two inequalities are `h2` and `h1`. The bob is therefore never upright, from either side.

```lean
/-- The angle stays strictly between `-π` and `π` at every time. -/
theorem sepQ_mem (ω t : ℝ) : -π < sepQ ω t ∧ sepQ ω t < π := by
  have h1 := arctan_lt_pi_div_two (exp (ω * t))
  have h2 : arctan 0 < arctan (exp (ω * t)) := arctan_strictMono (exp_pos _)
  rw [arctan_zero] at h2
  unfold sepQ
  constructor <;> linarith
```

Positivity enters in the monotonicity and the limits. For $s < t$ one has $\omega s < \omega t$, and both $\exp$ and $\arctan$ are strictly increasing, so $q(s) < q(t)$. As $t\to+\infty$, $\omega t\to+\infty$, $u\to+\infty$, $\arctan u\to\pi/2$ and $q\to 2\pi - \pi = \pi$. As $t\to-\infty$, $u\to 0$ and $q\to-\pi$. In `sepQ_asymptotics`, where `atTop` and `atBot` stand for $t\to+\infty$ and $t\to-\infty$, `hω` appears once in each part, in `mul_lt_mul_of_pos_left`, `const_mul_atTop` and `const_mul_atBot`; the rest composes limits.

```lean
/-- For `ω > 0` the angle is strictly increasing, tends to `π` as `t → +∞`
and to `-π` as `t → -∞`. -/
theorem sepQ_asymptotics {ω : ℝ} (hω : 0 < ω) :
    StrictMono (sepQ ω) ∧ Tendsto (sepQ ω) atTop (𝓝 π) ∧
      Tendsto (sepQ ω) atBot (𝓝 (-π)) := by
  refine ⟨fun s t hst => ?_, ?_, ?_⟩
  · have h : arctan (exp (ω * s)) < arctan (exp (ω * t)) :=
      arctan_strictMono (exp_lt_exp.mpr (mul_lt_mul_of_pos_left hst hω))
    unfold sepQ
    linarith
  · have h1 : Tendsto (fun t => exp (ω * t)) atTop atTop :=
      tendsto_exp_atTop.comp (tendsto_id.const_mul_atTop hω)
    have h2 : Tendsto (fun t => arctan (exp (ω * t))) atTop (𝓝 (π / 2)) :=
      (tendsto_arctan_atTop.mono_right nhdsWithin_le_nhds).comp h1
    have h3 := (h2.const_mul 4).sub_const π
    have e : 4 * (π / 2) - π = π := by ring
    rw [e] at h3
    exact h3
  · have h1 : Tendsto (fun t => exp (ω * t)) atBot (𝓝 0) :=
      tendsto_exp_atBot.comp (tendsto_id.const_mul_atBot hω)
    have h2 : Tendsto (fun t => arctan (exp (ω * t))) atBot (𝓝 (arctan 0)) :=
      (continuous_arctan.tendsto 0).comp h1
    have h3 := (h2.const_mul 4).sub_const π
    have e : 4 * arctan 0 - π = -π := by rw [arctan_zero]; ring
    rw [e] at h3
    exact h3
```

At $\omega = 0$ the curve is $q = 4\arctan 1 - \pi = 0$, $p = 0$, a free rotor at rest. It solves the equations with energy $0$, but its limit is $0$ and every time shift is a period. At $\omega = -1$ the curve is the $\omega = 1$ motion run backwards, and $q\to-\pi$ as $t\to+\infty$. That is again the upright position, approached from the other side, but it is not the limit stated.

## A nonzero shift $T$ and an integer winding number $n$

A librating pendulum satisfies $q(t+T) = q(t)$ after a period $T$, and a rotating one $q(t+T) = q(t) \pm 2\pi$. The condition $q(t+T) = q(t) + 2\pi n$ with an integer $n$ covers both and says that the bob is back at the same physical position. Suppose it holds for a single $t$. Both angles lie in $(-\pi,\pi)$, so $|2\pi n| < 2\pi$, and an integer with $-1 < n < 1$ is $0$. Then $q(t+T) = q(t)$, and strict monotonicity gives $T = 0$. In `no_return`, `n1` and `n2` are the bounds on $n$ after dividing by $2\pi$, `omega` uses integrality, and `.injective` is where `hω` comes in.

```lean
/-- For `ω > 0` the angle never returns to a value it had, even modulo `2π`:
`q(t + T) = q(t) + 2π n` forces `T = 0`. -/
theorem no_return {ω : ℝ} (hω : 0 < ω) (t T : ℝ) (n : ℤ)
    (h : sepQ ω (t + T) = sepQ ω t + n * (2 * π)) : T = 0 := by
  obtain ⟨a1, a2⟩ := sepQ_mem ω t
  obtain ⟨b1, b2⟩ := sepQ_mem ω (t + T)
  have hpi : 0 < 2 * π := by positivity
  -- the total swing is below `2π`, so the winding number vanishes
  have n1 : (n : ℝ) < 1 := lt_of_mul_lt_mul_right (by linarith) hpi.le
  have n2 : (-1 : ℝ) < n := lt_of_mul_lt_mul_right (by linarith) hpi.le
  have n1' : n < 1 := by exact_mod_cast n1
  have n2' : -1 < n := by exact_mod_cast n2
  have hn : n = 0 := by omega
  rw [hn, Int.cast_zero, zero_mul, add_zero] at h
  have := (sepQ_asymptotics hω).1.injective h
  linarith
```

The main theorem uses this in contrapositive form under `T ≠ 0`, with $T$ of either sign. For $T = 0$ and $n = 0$ the equation holds trivially, which is why that case is excluded.

## The separatrix motion and the unit pendulum

For $m, \omega > 0$, `separatrix_motion` states six things: the curve solves Hamilton's equations with $k = m\omega^2$; its energy is $m\omega^2$ at all times; $H(\pi,0) = m\omega^2$; $q\to\pi$ as $t\to+\infty$; $q(t) < \pi$ for all $t$; and $q(t+T) \neq q(t) + 2\pi n$ for all $T\neq 0$, $t$ and $n$. Each is one of the lemmas, except the third, which is $\cos\pi = -1$. The lower bound and the limit $-\pi$ stay in `sepQ_mem` and `sepQ_asymptotics`.

```lean
/-- For `m, ω > 0` and `k = m ω²` the curve solves Hamilton's equations with the energy
`H(π, 0) = m ω²`, its angle tends to `π` while staying below `π`, and no `T ≠ 0` brings
the angle back to itself modulo `2π`. -/
theorem separatrix_motion {m ω : ℝ} (hm : 0 < m) (hω : 0 < ω) :
    SolvesHamilton m (m * ω ^ 2) (sepQ ω) (sepP m ω) ∧
      (∀ t, hamiltonian m (m * ω ^ 2) (sepQ ω t) (sepP m ω t) = m * ω ^ 2) ∧
      hamiltonian m (m * ω ^ 2) π 0 = m * ω ^ 2 ∧
      Tendsto (sepQ ω) atTop (𝓝 π) ∧ (∀ t, sepQ ω t < π) ∧
      ∀ T ≠ 0, ∀ t, ∀ n : ℤ, sepQ ω (t + T) ≠ sepQ ω t + n * (2 * π) :=
  ⟨separatrix_solves hm ω, separatrix_energy hm ω, by simp [hamiltonian],
    (sepQ_asymptotics hω).2.1, fun t => (sepQ_mem ω t).2,
    fun T hT t n h => hT (no_return hω t T n h)⟩
```

The theorem concerns this one curve. It does not say that the curve is the only solution through its initial point, and it does not classify the motions of energy $m\omega^2$, among which is the constant solution at $(\pi,0)$. Nor does it construct action-angle variables or treat the periods of neighbouring orbits.

The corollary `unit_pendulum` sets $m = \omega = 1$ and writes the energy out as $p^2/2 - \cos q = 1$. Its last clause is weaker than the general one: `Function.Periodic (sepQ 1) T` means $q(t+T) = q(t)$ for all $t$, without the multiples of $2\pi$, and it is refuted by taking $t = 0$ and $n = 0$ in `h6`.

```lean
/-- For `H = p²/2 - cos q` the curve with `m = ω = 1` solves Hamilton's equations with
energy `1`, its angle tends to `π` from below, and the angle has no period `T ≠ 0`. -/
theorem unit_pendulum :
    SolvesHamilton 1 1 (sepQ 1) (sepP 1 1) ∧
      (∀ t, sepP 1 1 t ^ 2 / 2 - cos (sepQ 1 t) = 1) ∧
      Tendsto (sepQ 1) atTop (𝓝 π) ∧ (∀ t, sepQ 1 t < π) ∧
      ∀ T ≠ 0, ¬ Function.Periodic (sepQ 1) T := by
  obtain ⟨h1, h2, -, h4, h5, h6⟩ := separatrix_motion (m := 1) (ω := 1) one_pos one_pos
  refine ⟨by simpa using h1, fun t => ?_, h4, h5, fun T hT hp => ?_⟩
  · have h := h2 t
    unfold hamiltonian at h
    linear_combination h
  · apply h6 T hT 0 0
    rw [hp 0]
    simp

end

end PendulumSeparatrix
```

```lean
#print axioms PendulumSeparatrix.hamiltonian_partials
#print axioms PendulumSeparatrix.unit_pendulum
```

```
'PendulumSeparatrix.hamiltonian_partials' depends on axioms: [propext, Classical.choice, Quot.sound]
'PendulumSeparatrix.unit_pendulum' depends on axioms: [propext, Classical.choice, Quot.sound]
```
